# An exact formula for the Dirac–Coulomb energy beyond the Bohr term, with a⁴ divided out

For one electron bound in the Coulomb field of a point nucleus of charge `Z`, let `E` be the Dirac energy in units of the rest energy, rest energy included. Let `a` = Zα be the coupling, with α the fine-structure constant, `n` the principal quantum number and k the Dirac angular quantum number, |k| = j + 1/2. With `m` = |k| and `s` = √(k² − a²), for a < |k|, the energy satisfies E²((n − m + s)² + a²) = (n − m + s)².

The lemma takes this relation and s² = m² − a² as hypotheses, for real `a` ≠ 0 and positive real `n`, `m`, `s` and `E`. It states that `E` less the rest and Bohr energies, 1 − a²/(2n²), and then divided by a⁴, equals an explicit expression with no power of `a` alone in a denominator. The attempt first rewrites a²/(m + s) and a²/(1 + E) without fractions, uses them to take a factor a² out of the numerator, and then clears the denominators and closes with `linear_combination`.

Lean 4 with Mathlib refuses this proof:

```lean
import Mathlib

open Filter Topology

namespace RelativisticScott

noncomputable section

/-- An exact form, without a pole at `a = 0`, of the Dirac energy `E` minus rest and Bohr
energies, divided by `a⁴`; here `m = |k|` and `s = √(k² - a²)`. -/
theorem dirac_remainder {a n m s E : ℝ} (ha : a ≠ 0) (hn : 0 < n) (hm : 0 < m) (hs : 0 < s)
    (hE : 0 < E) (hsq : s ^ 2 = m ^ 2 - a ^ 2)
    (hEq : E ^ 2 * ((n - m + s) ^ 2 + a ^ 2) = (n - m + s) ^ 2) :
    (E - (1 - a ^ 2 / (2 * n ^ 2))) / a ^ 4
      = (2 * (1 - (2 * n - m + s) / (m + s)) - 1 / (1 + E))
        / (2 * n ^ 2 * (1 + E) * ((n - m + s) ^ 2 + a ^ 2)) := by
  have hms : m + s ≠ 0 := by positivity
  have hE1 : 1 + E ≠ 0 := by positivity
  have hQ : (n - m + s) ^ 2 + a ^ 2 ≠ 0 := by positivity
  have h0 : (1 - E) * (1 + E) * ((n - m + s) ^ 2 + a ^ 2) = a ^ 2 := by
    linear_combination -hEq
  have hd : a ^ 2 / (m + s) = m - s := by
    rw [div_eq_iff hms]
    linear_combination -hsq
  have he : a ^ 2 / (1 + E) = (1 - E) * ((n - m + s) ^ 2 + a ^ 2) := by
    rw [div_eq_iff hE1]
    linear_combination -h0
  -- the numerator carries a further factor `a²`
  have h2 : (1 + E) * ((n - m + s) ^ 2 + a ^ 2) - 2 * n ^ 2
      = a ^ 2 * (2 * (1 - (2 * n - m + s) / (m + s)) - 1 / (1 + E)) := by
    have h3 : a ^ 2 * (2 * (1 - (2 * n - m + s) / (m + s)) - 1 / (1 + E))
        = 2 * a ^ 2 - 2 * (2 * n - m + s) * (a ^ 2 / (m + s)) - a ^ 2 / (1 + E) := by ring
    rw [h3, hd, he]
    ring
  have hu : a ^ 2 / (2 * n ^ 2) * (2 * n ^ 2) = a ^ 2 := div_mul_cancel₀ _ (by positivity)
  rw [div_eq_div_iff (pow_ne_zero 4 ha) (mul_ne_zero (by positivity) hQ)]
  generalize a ^ 2 / (2 * n ^ 2) = u at *
  generalize 2 * (1 - (2 * n - m + s) / (m + s)) - 1 / (1 + E) = R at *
  linear_combination (-2 * n ^ 2) * h0
    + (1 + E) * ((n - m + s) ^ 2 + a ^ 2) * hu + a ^ 2 * h2

end

end RelativisticScott
```

Compiling this gives:

```
Main.lean:24:4: error: ring failed, ring expressions not equal
a n m s E : ℝ
ha : a ≠ 0
hn : 0 < n
hm : 0 < m
hs : 0 < s
hE : 0 < E
hsq : s ^ 2 = m ^ 2 - a ^ 2
hEq : E ^ 2 * ((n - m + s) ^ 2 + a ^ 2) = (n - m + s) ^ 2
hms : m + s ≠ 0
hE1 : 1 + E ≠ 0
hQ : (n - m + s) ^ 2 + a ^ 2 ≠ 0
h0 : (1 - E) * (1 + E) * ((n - m + s) ^ 2 + a ^ 2) = a ^ 2
⊢ a ^ 2 * 2 + s ^ 2 * 2 - m ^ 2 * 2 = 0
```

The error is a wrong sign in the proof of `hd`. After `rw [div_eq_iff hms]` the goal is a² = (m − s)(m + s), whose left side minus right side is a² + s² − m². The hypothesis `hsq`, s² = m² − a², has the same difference of sides, s² − m² + a².

`linear_combination e` subtracts the difference of sides of `e` from that of the goal, and asks `ring1` to show that the result is zero. With `-hsq` the two differences add up instead of cancelling, and what remains is 2a² + 2s² − 2m² = 0, the equation in the message. It does follow from `hsq`, but `ring1` does not use hypotheses, and as an identity in free variables it is false.

With `hsq` in place of `-hsq` the differences cancel exactly, and `hd` is proved. The diff changes nothing else.

The change, after which it compiles:

```diff
@@ -22,5 +22,5 @@
   have hd : a ^ 2 / (m + s) = m - s := by
     rw [div_eq_iff hms]
-    linear_combination -hsq
+    linear_combination hsq
   have he : a ^ 2 / (1 + E) = (1 - E) * ((n - m + s) ^ 2 + a ^ 2) := by
     rw [div_eq_iff hE1]
```
